# The Debye intensity of distinct collinear point charges, not all zero, is strictly positive for every k > 0

If the orientation-averaged intensity could vanish for a nonzero set of charges, that arrangement would be invisible at the chosen length of the scattering vector. Adding it to another arrangement on the same sites would also leave the intensity unchanged, and a linear system for the charges built from the same pair function would, whenever it had a solution, have more than one. The double sum that gives the intensity does not rule this out at a glance, because charges of opposite sign contribute negative terms and $\operatorname{sinc}$ itself changes sign.

For finitely many real charges $q_i$ at distinct positions $x_i$ on a line, the sum is nevertheless positive at every $k>0$, apart from the trivial case:

$$\sum_{i,j} q_i q_j \operatorname{sinc}\bigl(k(x_i-x_j)\bigr) > 0 \quad\text{unless all } q_i = 0 .$$

Here $k$ is the length of the scattering vector, which many scattering texts call $q$; in what follows $q$ always means charge. The function is $\operatorname{sinc} t=\sin t/t$ with $\operatorname{sinc} 0=1$, without the factor $\pi$ used in signal processing.

## Charges on a line and their averaged intensity

The sites are labelled by a finite type `ι`, so the number of charges is arbitrary but finite.

In Lean 4 with Mathlib:

```lean
import Mathlib

open scoped Real

namespace DebyeCollinear

noncomputable section

variable {ι : Type*} [Fintype ι]
```

Let $s$ be the component of the scattering vector along the line. Each charge contributes a wave with phase $x_i s$, and the amplitude is

$$A(s)=\sum_i q_i e^{\mathrm i x_i s}.$$

```lean
/-- Scattering amplitude of charges `q i` at positions `x i` on a line, where `s` is the
component of the scattering vector along the line. -/
def amplitude (q x : ι → ℝ) (s : ℝ) : ℂ :=
  ∑ i, (q i : ℂ) * Complex.exp ((x i : ℂ) * (s : ℂ) * Complex.I)
```

Both `q` and `x` are real functions on `ι`. The charges enter as weights that do not depend on $k$. When a non-relativistic charged probe is scattered only once by fixed, unscreened point charges (the first Born approximation), the measured intensity is $|A|^2$ times a factor proportional to $1/k^4$. That factor is common to all the charges and is left out here, so "intensity" means the interference part $|A|^2$. The scattering law itself is a physical input and is not proved.

If the line makes the polar angle $\theta$ with the scattering vector, then $s=k\cos\theta$. The azimuth does not enter, so the uniform average over the sphere reduces to

$$I(k)=\frac12\int_0^\pi |A(k\cos\theta)|^2\sin\theta\,d\theta .$$

```lean
/-- Intensity averaged over all orientations of the line, which makes the polar angle `θ` with
a scattering vector of length `k`. -/
def averagedIntensity (k : ℝ) (q x : ι → ℝ) : ℝ :=
  (1 / 2) * ∫ θ in (0 : ℝ)..π, ‖amplitude q x (k * Real.cos θ)‖ ^ 2 * Real.sin θ
```

The intensity is thus defined without reference to $\operatorname{sinc}$. The Debye sum is a separate definition, and its diagonal terms equal $q_i^2$ because $\operatorname{sinc}0=1$.

```lean
/-- The Debye double sum over pairs of charges, with `sinc t = sin t / t` and `sinc 0 = 1`. -/
def debyeSum (k : ℝ) (q x : ι → ℝ) : ℝ :=
  ∑ i, ∑ j, q i * q j * Real.sinc (k * (x i - x j))
```

## Averaging one interference term

For $t\neq0$,

$$\frac{d}{d\theta}\left[-\frac{\sin(t\cos\theta)}{t}\right]=\cos(t\cos\theta)\sin\theta .$$

The bracket equals $\sin t/t$ at $\theta=\pi$ and $-\sin t/t$ at $\theta=0$, so the integral is $2\sin t/t$. For $t=0$ it is $\int_0^\pi\sin\theta\,d\theta=2$. In both cases

$$\int_0^\pi\cos(t\cos\theta)\sin\theta\,d\theta=2\operatorname{sinc}t .$$

```lean
/-- Integrating the interference term `cos (t cos θ)` over the polar angle with weight `sin θ`
gives `2 sinc t`. -/
theorem integral_interference (t : ℝ) :
    ∫ θ in (0 : ℝ)..π, Real.cos (t * Real.cos θ) * Real.sin θ = 2 * Real.sinc t := by
  by_cases ht : t = 0
  · subst ht
    simp only [zero_mul, Real.cos_zero, one_mul, integral_sin, Real.cos_pi, Real.sinc_zero]
    norm_num
  · -- an explicit antiderivative is `-sin (t cos θ) / t`
    have hd : ∀ θ ∈ Set.uIcc (0 : ℝ) π,
        HasDerivAt (fun θ : ℝ => -Real.sin (t * Real.cos θ) / t)
          (Real.cos (t * Real.cos θ) * Real.sin θ) θ := by
      intro θ _
      have h := (((Real.hasDerivAt_cos θ).const_mul t).sin.fun_neg).div_const t
      refine h.congr_deriv ?_
      field_simp
    have hc : Continuous fun θ : ℝ => Real.cos (t * Real.cos θ) * Real.sin θ := by fun_prop
    rw [intervalIntegral.integral_eq_sub_of_hasDerivAt hd (hc.intervalIntegrable _ _),
      Real.sinc_of_ne_zero ht, Real.cos_pi, Real.cos_zero, mul_neg, mul_one, Real.sin_neg]
    ring
```

The proof splits into the same two cases. In the second, `hd` is the derivative above, and the fundamental theorem of calculus evaluates the integral.

## From the amplitude to the Debye formula

At fixed orientation, the squared modulus is the sum of the squared real and imaginary parts:

$$|A(s)|^2=\Bigl(\sum_i q_i\cos x_i s\Bigr)^2+\Bigl(\sum_i q_i\sin x_i s\Bigr)^2 .$$

Expanding both squares and using $\cos a\cos b+\sin a\sin b=\cos(a-b)$ gives

$$|A(s)|^2=\sum_{i,j}q_iq_j\cos\bigl(s(x_i-x_j)\bigr).$$

```lean
/-- The intensity at fixed orientation is a double sum of pair interference terms. -/
theorem norm_sq_amplitude (q x : ι → ℝ) (s : ℝ) :
    ‖amplitude q x s‖ ^ 2 = ∑ i, ∑ j, q i * q j * Real.cos (s * (x i - x j)) := by
  have hre : (amplitude q x s).re = ∑ i, q i * Real.cos (x i * s) := by
    simp [amplitude, Complex.exp_re]
  have him : (amplitude q x s).im = ∑ i, q i * Real.sin (x i * s) := by
    simp [amplitude, Complex.exp_im]
  rw [Complex.sq_norm, Complex.normSq_apply, hre, him, Finset.sum_mul_sum, Finset.sum_mul_sum,
    ← Finset.sum_add_distrib]
  refine Finset.sum_congr rfl fun i _ => ?_
  rw [← Finset.sum_add_distrib]
  refine Finset.sum_congr rfl fun j _ => ?_
  rw [show s * (x i - x j) = x i * s - x j * s by ring, Real.cos_sub]
  ring
```

The facts `hre` and `him` identify the two parts, and `Real.cos_sub` recombines each pair.

Now set $s=k\cos\theta$ and average term by term, using the integral above with $t=k(x_i-x_j)$:

$$I(k)=\frac12\sum_{i,j}q_iq_j\cdot 2\operatorname{sinc}\bigl(k(x_i-x_j)\bigr)=\sum_{i,j}q_iq_j\operatorname{sinc}\bigl(k(x_i-x_j)\bigr).$$

```lean
/-- **Debye formula** for collinear charges: the orientation-averaged intensity is the double
sum of `q i * q j * sinc (k (x i - x j))`. -/
theorem debye_formula (k : ℝ) (q x : ι → ℝ) :
    averagedIntensity k q x = debyeSum k q x := by
  have hint : ∀ θ : ℝ, ‖amplitude q x (k * Real.cos θ)‖ ^ 2 * Real.sin θ =
      ∑ i, ∑ j, q i * q j * (Real.cos (k * (x i - x j) * Real.cos θ) * Real.sin θ) := by
    intro θ
    rw [norm_sq_amplitude, Finset.sum_mul]
    refine Finset.sum_congr rfl fun i _ => ?_
    rw [Finset.sum_mul]
    refine Finset.sum_congr rfl fun j _ => ?_
    rw [show k * Real.cos θ * (x i - x j) = k * (x i - x j) * Real.cos θ by ring]
    ring
  unfold averagedIntensity debyeSum
  simp_rw [hint]
  -- average each pair term separately
  rw [intervalIntegral.integral_finsetSum
    (fun i _ => Continuous.intervalIntegrable (by fun_prop) _ _), Finset.mul_sum]
  refine Finset.sum_congr rfl fun i _ => ?_
  rw [intervalIntegral.integral_finsetSum
    (fun j _ => Continuous.intervalIntegrable (by fun_prop) _ _), Finset.mul_sum]
  refine Finset.sum_congr rfl fun j _ => ?_
  rw [intervalIntegral.integral_const_mul, integral_interference]
  ring
```

This identity holds for every real $k$ and for any positions, coincident ones included. In the proof, `hint` rewrites the integrand as a double sum, and the integral is then moved inside each finite sum.

## Waves from distinct sites cannot cancel on a window

The averaged intensity already shows that the sum is non-negative. Strictness requires that $A$ cannot vanish throughout the range of $s$ sampled by the average.

Suppose that a sum over a site $a$ and a finite set $S$ of other sites satisfies

$$c_a e^{\mathrm i x_a u}+\sum_{i\in S}c_i e^{\mathrm i x_i u}=0\qquad(|u|<r),$$

with complex coefficients and $r>0$. Differentiating in $u$ and multiplying by $-\mathrm i$ puts a factor $x_i$ on each term and $x_a$ on the first. Subtracting $x_a$ times the original equation removes site $a$:

$$\sum_{i\in S}c_i(x_i-x_a)e^{\mathrm i x_i u}=0 .$$

By induction on the number of sites, $c_i(x_i-x_a)=0$ for every $i\in S$. The positions are distinct, so $c_i=0$. What remains is $c_a e^{\mathrm i x_a u}=0$, and $u=0$ gives $c_a=0$.

```lean
omit [Fintype ι] in
/-- If a finite sum of plane waves from distinct positions vanishes for all `u` in an open
window `(-r, r)` with `r > 0`, then every coefficient is zero. -/
theorem coefficients_eq_zero {x : ι → ℝ} (hx : Function.Injective x) {r : ℝ} (hr : 0 < r)
    (s : Finset ι) : ∀ c : ι → ℂ,
      (∀ u ∈ Set.Ioo (-r) r,
        ∑ i ∈ s, c i * Complex.exp ((x i : ℂ) * (u : ℂ) * Complex.I) = 0) →
      ∀ i ∈ s, c i = 0 := by
  classical
  induction s using Finset.induction_on with
  | empty => intro c _ i hi; simp at hi
  | insert a s ha ih =>
    intro c h
    -- the derivative of the sum vanishes on the window too
    have hd : ∀ u ∈ Set.Ioo (-r) r, ∑ i ∈ insert a s,
        c i * (Complex.exp ((x i : ℂ) * (u : ℂ) * Complex.I) * ((x i : ℂ) * Complex.I)) = 0 := by
      intro u hu
      have h0 : HasDerivAt (fun v : ℝ => (v : ℂ)) 1 u := by
        simpa using (hasDerivAt_id u).ofReal_comp
      have h1 : HasDerivAt (fun v : ℝ => ∑ i ∈ insert a s,
          c i * Complex.exp ((x i : ℂ) * (v : ℂ) * Complex.I))
          (∑ i ∈ insert a s, c i * (Complex.exp ((x i : ℂ) * (u : ℂ) * Complex.I) *
            ((x i : ℂ) * Complex.I))) u := by
        refine HasDerivAt.fun_sum fun i _ => ?_
        have h2 := (((h0.const_mul (x i : ℂ)).mul_const Complex.I).cexp).const_mul (c i)
        exact h2.congr_deriv (by ring)
      exact h1.unique ((hasDerivAt_const u (0 : ℂ)).congr_of_eventuallyEq
        (Filter.eventually_of_mem (Ioo_mem_nhds hu.1 hu.2) h))
    -- subtracting a multiple of the sum removes the wave from site `a`
    have hs : ∀ i ∈ s, c i * ((x i : ℂ) - (x a : ℂ)) = 0 := by
      refine ih (fun i => c i * ((x i : ℂ) - (x a : ℂ))) fun u hu => ?_
      have e1 := hd u hu
      have e2 := h u hu
      rw [Finset.sum_insert ha] at e1 e2
      have e3 : ∑ i ∈ s, c i * ((x i : ℂ) - (x a : ℂ)) *
            Complex.exp ((x i : ℂ) * (u : ℂ) * Complex.I) =
          -Complex.I * (∑ i ∈ s, c i * (Complex.exp ((x i : ℂ) * (u : ℂ) * Complex.I) *
            ((x i : ℂ) * Complex.I))) -
          (x a : ℂ) * ∑ i ∈ s, c i * Complex.exp ((x i : ℂ) * (u : ℂ) * Complex.I) := by
        rw [Finset.mul_sum, Finset.mul_sum, ← Finset.sum_sub_distrib]
        refine Finset.sum_congr rfl fun i _ => ?_
        linear_combination (c i * Complex.exp ((x i : ℂ) * (u : ℂ) * Complex.I) * (x i : ℂ)) *
          Complex.I_sq
      rw [e3]
      linear_combination (-Complex.I) * e1 - (x a : ℂ) * e2 +
        (c a * Complex.exp ((x a : ℂ) * (u : ℂ) * Complex.I) * (x a : ℂ)) * Complex.I_sq
    have hz : ∀ i ∈ s, c i = 0 := by
      intro i hi
      refine (mul_eq_zero.mp (hs i hi)).resolve_right fun h0 => ha ?_
      have hia : i = a := hx (Complex.ofReal_injective (sub_eq_zero.mp h0))
      exact hia ▸ hi
    intro i hi
    rcases Finset.mem_insert.mp hi with rfl | hi
    · have e := h 0 ⟨by linarith, hr⟩
      rw [Finset.sum_insert ha,
        Finset.sum_eq_zero (fun j hj => by rw [hz j hj, zero_mul]), add_zero] at e
      exact (mul_eq_zero.mp e).resolve_right (Complex.exp_ne_zero _)
    · exact hz i hi
```

Distinctness is expressed by `Function.Injective x`. In this lemma `s` is the finite set $S$, and the scattering variable is `u`. The steps `hd`, `hs` and `hz` are the differentiated equation, the result of the elimination and the vanishing of the coefficients in $S$. The derivative is zero because the sum is constant near each point of the open window.

## Strict positivity

The integrand $|A(k\cos\theta)|^2\sin\theta$ is continuous and non-negative on $[0,\pi]$, so its integral is positive as soon as it is positive at one point.

Suppose there is no such point. For any $|u|<k$, take $\theta=\arccos(u/k)$. Then $k\cos\theta=u$ and $\sin\theta=\sqrt{1-u^2/k^2}>0$, which forces $A(u)=0$. So $A$ vanishes on $(-k,k)$, and the preceding step makes every charge zero, contrary to assumption. Hence $I(k)>0$, and the Debye formula transfers this to the double sum.

```lean
/-- For `k > 0`, distinct positions and charges not all zero, the orientation-averaged
intensity, written as the Debye sum, is strictly positive. -/
theorem debyeSum_pos {k : ℝ} (hk : 0 < k) {q x : ι → ℝ} (hx : Function.Injective x)
    (hq : q ≠ 0) : 0 < debyeSum k q x := by
  rw [← debye_formula]
  refine mul_pos (by norm_num) (intervalIntegral.integral_pos Real.pi_pos ?_ ?_ ?_)
  · simp_rw [norm_sq_amplitude]
    exact Continuous.continuousOn (by fun_prop)
  · intro θ hθ
    exact mul_nonneg (sq_nonneg _) (Real.sin_nonneg_of_nonneg_of_le_pi hθ.1.le hθ.2)
  · by_contra hcon
    -- otherwise the amplitude vanishes on the whole window `(-k, k)`
    have hA : ∀ u ∈ Set.Ioo (-k) k, amplitude q x u = 0 := by
      intro u hu
      have h1 : -1 < u / k := by rw [lt_div_iff₀ hk]; linarith [hu.1]
      have h2 : u / k < 1 := by rw [div_lt_iff₀ hk]; linarith [hu.2]
      have hsin : 0 < Real.sin (Real.arccos (u / k)) := by
        rw [Real.sin_arccos]
        exact Real.sqrt_pos.mpr (by nlinarith)
      by_contra hne
      refine hcon ⟨Real.arccos (u / k), ⟨Real.arccos_nonneg _, Real.arccos_le_pi _⟩, ?_⟩
      rw [Real.cos_arccos h1.le h2.le, mul_div_cancel₀ u hk.ne']
      exact mul_pos (pow_pos (norm_pos_iff.mpr hne) 2) hsin
    apply hq
    funext i
    have h := coefficients_eq_zero hx hk Finset.univ (fun i => (q i : ℂ)) hA i
      (Finset.mem_univ i)
    exact Complex.ofReal_eq_zero.mp h
```

The hypothesis `q ≠ 0` says that at least one charge is nonzero; neutrality is neither required nor excluded. The proof first replaces the Debye sum by the averaged intensity. It then supplies continuity, non-negativity and a point of positivity to `intervalIntegral.integral_pos`, the last by contradiction through `hA`.

At $k=0$ the sum is $(\sum_i q_i)^2$, which vanishes for every neutral set, so $k\neq0$ is needed. The sign of $k$ is a convention, since $\operatorname{sinc}$ is even.

## One, two and three charges

A single charge gives $q^2$ at every $k$. Charges $q$ and $-q$ at separation $d>0$ give

$$2q^2\bigl(1-\operatorname{sinc}(kd)\bigr)\approx\frac{q^2(kd)^2}{3}\qquad(kd\ll1).$$

The intensity is positive but tends to zero as the two sites approach each other, so for fixed charges no positive lower bound holds for all separations.

For three charges, take $k=1$, positions $0,\ \pi/2,\ \pi$ and charges $1,-2,1$. The diagonal terms add up to $1+4+1=6$. Each neighbouring pair has $\operatorname{sinc}(\pi/2)=2/\pi$ and charge product $-2$, while the outer pair has $\operatorname{sinc}\pi=0$. Counting each pair twice,

$$6+2\left(-\frac4\pi-\frac4\pi\right)=6-\frac{16}{\pi}\approx0.907 .$$

Most of the diagonal contribution cancels, and the sum remains positive.

## Coincident sites and the recovery of charges

If two labels $i\neq j$ have $x_i=x_j$, put charge $+1$ on $i$, $-1$ on $j$ and zero elsewhere. For every site $a$,

$$\operatorname{sinc}\bigl(k(x_a-x_i)\bigr)-\operatorname{sinc}\bigl(k(x_a-x_j)\bigr)=0,$$

so the Debye sum vanishes although the charges are not all zero. For $k>0$, positivity for all nonzero charge assignments is therefore equivalent to distinct positions.

```lean
/-- For `k > 0`, the Debye sum is positive for every nonzero choice of charges exactly when no
two sites coincide. -/
theorem debyeSum_pos_iff_distinct {k : ℝ} (hk : 0 < k) (x : ι → ℝ) :
    (∀ q : ι → ℝ, q ≠ 0 → 0 < debyeSum k q x) ↔ Function.Injective x := by
  classical
  refine ⟨fun h i j hij => ?_, fun hx q hq => debyeSum_pos hk hx hq⟩
  by_contra hne
  -- opposite unit charges on the same site cancel
  have hq : (Pi.single i 1 - Pi.single j 1 : ι → ℝ) ≠ 0 := by
    intro h0
    have h1 := congrFun h0 i
    simp [hne] at h1
  refine (h _ hq).ne' ?_
  unfold debyeSum
  refine Finset.sum_eq_zero fun a _ => ?_
  simp_rw [mul_assoc]
  rw [← Finset.mul_sum]
  simp [Pi.single_apply, sub_mul, Finset.sum_sub_distrib, hij]
```

The difference of two `Pi.single` functions is this pair of opposite charges. The other direction is the positivity theorem.

Finally, suppose that two charge assignments $q$ and $q'$ on distinct sites give the same values of $\sum_j q_j\operatorname{sinc}(k(x_i-x_j))$ at every site $i$. Their difference $d_i=q_i-q'_i$ satisfies

$$\sum_j d_j\operatorname{sinc}\bigl(k(x_i-x_j)\bigr)=0\quad\text{for all } i .$$

Multiplying by $d_i$ and summing over $i$ gives a zero Debye sum for $d$, so $d=0$.

```lean
/-- For `k > 0` and distinct positions, the values of the sinc-weighted charge sums at the
sites determine the charges. -/
theorem charges_unique {k : ℝ} (hk : 0 < k) {x : ι → ℝ} (hx : Function.Injective x)
    {q q' : ι → ℝ} (h : ∀ i, ∑ j, q j * Real.sinc (k * (x i - x j)) =
      ∑ j, q' j * Real.sinc (k * (x i - x j))) : q = q' := by
  by_contra hne
  refine (debyeSum_pos hk hx (sub_ne_zero.mpr hne)).ne' ?_
  unfold debyeSum
  refine Finset.sum_eq_zero fun i _ => ?_
  simp_rw [mul_assoc]
  rw [← Finset.mul_sum]
  simp only [Pi.sub_apply, sub_mul, Finset.sum_sub_distrib]
  rw [h i]
  ring

end

end DebyeCollinear
```

The data here are one linear sum per site. The intensity alone does not fix the charges, since $q$ and $-q$ scatter equally.

The matrix with entries $\operatorname{sinc}(k(x_i-x_j))$ is also, up to the factor $\pi/k$, the overlap matrix of the basis functions $\operatorname{sinc}(k(x-x_i))$ on the real line. Granted that overlap integral, which is quoted and not derived here, distinct centres give linearly independent functions. On a uniform grid of spacing $\pi/k$ this is immediate, because the matrix is then the identity; the theorem covers unevenly spaced centres as well.

```lean
#print axioms DebyeCollinear.debyeSum_pos
#print axioms DebyeCollinear.debyeSum_pos_iff_distinct
#print axioms DebyeCollinear.charges_unique
```

```
'DebyeCollinear.debyeSum_pos' depends on axioms: [propext, Classical.choice, Quot.sound]
'DebyeCollinear.debyeSum_pos_iff_distinct' depends on axioms: [propext, Classical.choice, Quot.sound]
'DebyeCollinear.charges_unique' depends on axioms: [propext, Classical.choice, Quot.sound]
```
